# For small time steps, capping a local energy c/|x| at K/√τ under density 3x²/2 gives a bias exactly linear in τ

If a diverging local energy is capped at a height that depends on the time step $\tau$, the mean energy can shift with $\tau$. An extrapolation to $\tau=0$ that assumes the wrong power of $\tau$ then generally misses the uncapped mean. A cap proportional to $1/\sqrt\tau$ might suggest a shift proportional to $\sqrt\tau$. In the one-dimensional model below, with a fixed walker density, the shift is linear in $\tau$ once $\tau$ is small enough.

## Walkers and energies near a node

```lean
import Mathlib

open MeasureTheory

namespace LocalEnergyCutoff

noncomputable section

/-- Mean of an observable `f` over walkers with density `(n+1)/2 * |x|^n` on `[-1,1]`. For `n ≥ 1`
the density vanishes at the node `x = 0`; for `n = 2` it is `3x^2/2`. -/
def nodeMean (n : ℕ) (f : ℝ → ℝ) : ℝ :=
  ∫ x in (-1 : ℝ)..1, (((n : ℝ) + 1) / 2 * |x| ^ n) * f x
```

`nodeMean n f` is the mean of an observable $f$,

$$\langle f\rangle_n=\int_{-1}^{1}\frac{n+1}{2}|x|^n f(x)\,dx .$$

For $n\ge1$ the density vanishes at the node $x=0$; for $n=0$ it is uniform and there is no node. The case $n=2$ corresponds to the square of a trial function that vanishes linearly there.

```lean
/-- The local energy `c/|x|` at distance `|x|` from the node, for `x ≠ 0`. -/
def localEnergy (c x : ℝ) : ℝ := c / |x|
```

This is $E(x)=c/|x|$. The constant $c$ sets the strength of the divergence, which the model takes to be positive on both sides of the node. This is a simplification: for a smooth trial function and a smooth potential, a $1/x$ divergence at such a node changes sign across it.

```lean
/-- The local energy cut off from above at the value `M`, for `x ≠ 0`. -/
def cutoffEnergy (c M x : ℝ) : ℝ := min (localEnergy c x) M
```

This is $\min(E(x),M)$, a cap from above only. The bias found below depends on this choice and on the sign of the divergence: for an odd local energy $c/x$ and $n\ge1$, limiting the values to the range from $-M$ to $M$ would leave the mean at zero, because the density is even. Later $M=K/\sqrt\tau$, where $K$ is the adjustable constant of the cutoff rule. The density does not respond to the cap, so the effect of a cutoff on branching, and through it on the walker distribution, is left out.

## Removing the singularity

```lean
/-- If the observable times `|x|^n` is a continuous function `G` of the distance to the node,
its mean is `n + 1` times the integral of `G` over one side of the node. -/
theorem nodeMean_eq_half {n : ℕ} {f G : ℝ → ℝ} (hG : Continuous G)
    (h : ∀ x : ℝ, 0 < |x| → |x| ≤ 1 → |x| ^ n * f x = G (|x|)) :
    nodeMean n f = ((n : ℝ) + 1) * ∫ x in (0 : ℝ)..1, G x := by
  have h0 : ∀ᵐ x : ℝ, x ≠ 0 := compl_mem_ae_iff.mpr (measure_singleton 0)
  have hc : Continuous fun x : ℝ => G (|x|) := hG.comp continuous_abs
  -- the node itself has measure zero
  have e1 : nodeMean n f = ∫ x in (-1 : ℝ)..1, ((n : ℝ) + 1) / 2 * G (|x|) := by
    unfold nodeMean
    apply intervalIntegral.integral_congr_ae
    filter_upwards [h0] with x hx hI
    rw [Set.uIoc_of_le (by norm_num)] at hI
    rw [mul_assoc, h x (abs_pos.mpr hx) (abs_le.mpr ⟨hI.1.le, hI.2⟩)]
  have e2 : (∫ x in (0 : ℝ)..1, G (|x|)) = ∫ x in (0 : ℝ)..1, G x := by
    apply intervalIntegral.integral_congr
    intro x hx
    rw [Set.uIcc_of_le zero_le_one] at hx
    simp only [abs_of_nonneg hx.1]
  -- both sides of the node contribute equally
  have e3 : (∫ x in (-1 : ℝ)..0, G (|x|)) = ∫ x in (0 : ℝ)..1, G (|x|) := by
    have := intervalIntegral.integral_comp_neg (a := 0) (b := 1) (fun x : ℝ => G (|x|))
    simpa only [abs_neg, neg_zero] using this.symm
  rw [e1, intervalIntegral.integral_const_mul,
    ← intervalIntegral.integral_add_adjacent_intervals
      (hc.intervalIntegrable (-1) 0) (hc.intervalIntegrable 0 1), e3, e2]
  ring
```

Suppose $|x|^n f(x)=G(|x|)$ away from the node, with $G$ continuous. Then, by symmetry,

$$\langle f\rangle_n=\frac{n+1}{2}\int_{-1}^{1}G(|x|)\,dx=(n+1)\int_0^1 G(x)\,dx .$$

In the proof, `e1` replaces the integrand everywhere except at the single point $x=0$, `e3` reflects the left half onto the right, and `e2` drops the absolute value.

```lean
/-- The walker density is normalised: the mean of a constant `M` is `M`. -/
theorem nodeMean_const (n : ℕ) (M : ℝ) : nodeMean n (fun _ => M) = M := by
  have h : nodeMean n (fun _ => M) = ((n : ℝ) + 1) * ∫ x in (0 : ℝ)..1, M * x ^ n :=
    nodeMean_eq_half (G := fun x => M * x ^ n) (by fun_prop)
      (fun x _ _ => mul_comm _ _)
  have z : (0 : ℝ) ^ (n + 1) = 0 := by simp
  have hn : (n : ℝ) + 1 ≠ 0 := by positivity
  rw [h, intervalIntegral.integral_const_mul, integral_pow, one_pow, z, sub_zero,
    mul_left_comm, mul_one_div_cancel hn, mul_one]
```

With $G(x)=Mx^n$, the mean is $(n+1)M/(n+1)=M$, so the density is normalised.

## The two means

```lean
/-- For `n ≥ 1` the mean of the local energy without cutoff is `c (n+1)/n`. -/
theorem mean_localEnergy {n : ℕ} (hn : 1 ≤ n) (c : ℝ) :
    nodeMean n (localEnergy c) = c * ((n : ℝ) + 1) / n := by
  obtain ⟨m, rfl⟩ := Nat.exists_eq_add_of_le' hn
  have h : nodeMean (m + 1) (localEnergy c)
      = (((m + 1 : ℕ) : ℝ) + 1) * ∫ x in (0 : ℝ)..1, c * x ^ m := by
    refine nodeMean_eq_half (G := fun x => c * x ^ m) (by fun_prop) ?_
    intro x hx _
    show |x| ^ (m + 1) * (c / |x|) = c * |x| ^ m
    have e : c / |x| * |x| = c := div_mul_cancel₀ c hx.ne'
    linear_combination |x| ^ m * e
  have z : (0 : ℝ) ^ (m + 1) = 0 := by simp
  rw [h, intervalIntegral.integral_const_mul, integral_pow, one_pow, z, sub_zero]
  push_cast
  ring
```

One power of $|x|$ cancels the divergence:

$$\langle E\rangle_n=(n+1)\int_0^1 c\,x^{n-1}dx=\frac{c(n+1)}{n}.$$

Lean writes $n=m+1$, so the exponent $n-1$ becomes `m`. The hypothesis `hn : 1 ≤ n` excludes $n=0$, where the integral diverges for $c\neq0$.

```lean
/-- For `n ≥ 1` and a cutoff `M ≥ c > 0`, the mean of the cut-off local energy is
`c (n+1)/n - c (c/M)^n / n`. -/
theorem mean_cutoffEnergy {n : ℕ} (hn : 1 ≤ n) {c M : ℝ} (hc : 0 < c) (hcM : c ≤ M) :
    nodeMean n (cutoffEnergy c M) = c * ((n : ℝ) + 1) / n - c * (c / M) ^ n / n := by
  obtain ⟨m, rfl⟩ := Nat.exists_eq_add_of_le' hn
  have hM : 0 < M := hc.trans_le hcM
  have hG : Continuous fun x : ℝ => x ^ m * min c (M * x) := by fun_prop
  have h : nodeMean (m + 1) (cutoffEnergy c M)
      = (((m + 1 : ℕ) : ℝ) + 1) * ∫ x in (0 : ℝ)..1, x ^ m * min c (M * x) := by
    refine nodeMean_eq_half hG ?_
    intro x hx _
    show |x| ^ (m + 1) * min (c / |x|) M = |x| ^ m * min c (M * |x|)
    have e : min (c / |x|) M * |x| = min c (M * |x|) := by
      rw [min_mul_of_nonneg _ _ hx.le, div_mul_cancel₀ c hx.ne']
    linear_combination |x| ^ m * e
  -- `a` is the distance from the node below which the cutoff is active
  obtain ⟨a, ha⟩ : ∃ a, a = c / M := ⟨_, rfl⟩
  have ha0 : 0 < a := by rw [ha]; exact div_pos hc hM
  have ha1 : a ≤ 1 := by rw [ha]; exact (div_le_one hM).2 hcM
  have hMa : M * a = c := by rw [ha]; field_simp
  have i1 : (∫ x in (0 : ℝ)..a, x ^ m * min c (M * x))
      = M * (a ^ (m + 2) / ((m : ℝ) + 2)) := by
    have e : (∫ x in (0 : ℝ)..a, x ^ m * min c (M * x))
        = ∫ x in (0 : ℝ)..a, M * x ^ (m + 1) := by
      apply intervalIntegral.integral_congr
      intro x hx
      rw [Set.uIcc_of_le ha0.le] at hx
      have hx' : M * x ≤ c := by
        rw [← hMa]; exact mul_le_mul_of_nonneg_left hx.2 hM.le
      simp only [min_eq_right hx']
      ring
    have z : (0 : ℝ) ^ (m + 1 + 1) = 0 := by simp
    rw [e, intervalIntegral.integral_const_mul, integral_pow, z]
    push_cast
    ring
  have i2 : (∫ x in a..1, x ^ m * min c (M * x))
      = c * ((1 - a ^ (m + 1)) / ((m : ℝ) + 1)) := by
    have e : (∫ x in a..1, x ^ m * min c (M * x)) = ∫ x in a..1, c * x ^ m := by
      apply intervalIntegral.integral_congr
      intro x hx
      rw [Set.uIcc_of_le ha1] at hx
      have hx' : c ≤ M * x := by
        rw [← hMa]; exact mul_le_mul_of_nonneg_left hx.1 hM.le
      simp only [min_eq_left hx']
      ring
    rw [e, intervalIntegral.integral_const_mul, integral_pow, one_pow]
  rw [h, ← intervalIntegral.integral_add_adjacent_intervals
    (hG.intervalIntegrable 0 a) (hG.intervalIntegrable a 1), i1, i2, ← ha, ← hMa]
  push_cast
  field_simp
  ring
```

The cap is active for $|x|<a$, with $a=c/M$, and `hcM` ensures $a\le1$. Splitting the integral at $a$ gives

$$(n+1)\left[\int_0^a Mx^n dx+\int_a^1 c\,x^{n-1}dx\right]
=Ma^{n+1}+\frac{c(n+1)}{n}(1-a^n).$$

Since $Ma=c$, the first term is $c\,a^n$, and the sum is $c(n+1)/n-c\,a^n/n$. The two integrals are `i1` and `i2`; in each, the minimum is replaced by whichever argument is smaller there. The final `field_simp` and `ring` do the algebra.

## The time-step bias

```lean
/-- For `n ≥ 1`, `c, τ > 0` and `c √τ ≤ K`, cutting the local energy off at `K/√τ` lowers
its mean by exactly `c (c √τ / K)^n / n`. -/
theorem cutoff_bias {n : ℕ} (hn : 1 ≤ n) {c K τ : ℝ} (hc : 0 < c) (hτ : 0 < τ)
    (hK : c * √τ ≤ K) :
    nodeMean n (localEnergy c) - nodeMean n (cutoffEnergy c (K / √τ))
      = c * (c * √τ / K) ^ n / n := by
  have hM : c ≤ K / √τ := (le_div_iff₀ (Real.sqrt_pos.2 hτ)).2 hK
  rw [mean_localEnergy hn, mean_cutoffEnergy hn hc hM, div_div_eq_mul_div]
  ring
```

Put $M=K/\sqrt\tau$. The condition $c\sqrt\tau\le K$ is then the same as $c\le M$, and subtracting the two means leaves

$$\frac{c}{n}\left(\frac{c\sqrt\tau}{K}\right)^n .$$

The power of $\tau$ is therefore $n/2$, set by how fast the density vanishes at the node.

```lean
/-- Linear time-step bias: for density `3x^2/2`, `c, τ > 0` and `c √τ ≤ K`, the cutoff
`K/√τ` lowers the mean local energy by exactly `c^3 τ / (2 K^2)`. -/
theorem linear_cutoff_bias {c K τ : ℝ} (hc : 0 < c) (hτ : 0 < τ) (hK : c * √τ ≤ K) :
    nodeMean 2 (localEnergy c) - nodeMean 2 (cutoffEnergy c (K / √τ))
      = c ^ 3 * τ / (2 * K ^ 2) := by
  rw [cutoff_bias (by norm_num) hc hτ hK, div_pow, mul_pow, Real.sq_sqrt hτ.le]
  push_cast
  ring
```

For $n=2$ the square removes the root, and the mean is lowered by

$$\frac{c}{2}\cdot\frac{c^2\tau}{K^2}=\frac{c^3\tau}{2K^2}.$$

This is an equality, with no higher-order terms. In the proof, `Real.sq_sqrt` supplies $(\sqrt\tau)^2=\tau$.

```lean
/-- For density `3x^2/2`, `c > 0`, time steps `0 < σ < τ` and `c √τ ≤ K`, linear extrapolation
of the two cut-off means to zero time step gives the mean without cutoff exactly. -/
theorem extrapolation_exact {c K σ τ : ℝ} (hc : 0 < c) (hσ : 0 < σ) (hστ : σ < τ)
    (hK : c * √τ ≤ K) :
    (τ * nodeMean 2 (cutoffEnergy c (K / √σ)) - σ * nodeMean 2 (cutoffEnergy c (K / √τ)))
      / (τ - σ) = nodeMean 2 (localEnergy c) := by
  have hKσ : c * √σ ≤ K :=
    (mul_le_mul_of_nonneg_left (Real.sqrt_le_sqrt hστ.le) hc.le).trans hK
  have h1 := linear_cutoff_bias hc hσ hKσ
  have h2 := linear_cutoff_bias hc (hσ.trans hστ) hK
  rw [div_eq_iff (sub_pos.2 hστ).ne']
  linear_combination (-τ) * h1 + σ * h2
```

Write $A(\tau)$ for the capped mean at $n=2$ and $B=c^3/(2K^2)$, so that $A(\tau)=\langle E\rangle_2-B\tau$. For two time steps $0<\sigma<\tau$,

$$\frac{\tau A(\sigma)-\sigma A(\tau)}{\tau-\sigma}=\langle E\rangle_2,$$

because the terms $B\sigma\tau$ cancel. The condition at $\tau$ implies the one at $\sigma$ (`hKσ`), and `linear_combination` adds the two bias equations with weights $-\tau$ and $\sigma$. For this fixed-density model, linear extrapolation thus removes the cutoff bias completely, provided that the larger time step $\tau$ satisfies $c\sqrt\tau\le K$; other time-step errors of a simulation do not enter.

## When the cap acts everywhere

```lean
/-- If `c ≥ 0` and the cutoff `M` is at most `c`, the mean of the cut-off local energy
is `M` itself. -/
theorem mean_cutoffEnergy_saturated (n : ℕ) {c M : ℝ} (hc : 0 ≤ c) (hM : M ≤ c) :
    nodeMean n (cutoffEnergy c M) = M := by
  have h : nodeMean n (cutoffEnergy c M) = ((n : ℝ) + 1) * ∫ x in (0 : ℝ)..1, x ^ n * M := by
    refine nodeMean_eq_half (G := fun x => x ^ n * M) (by fun_prop) ?_
    intro x hx hx1
    -- on the whole interval the local energy is at least `c`
    have e : c ≤ c / |x| := (le_div_iff₀ hx).2 (mul_le_of_le_one_right hc hx1)
    show |x| ^ n * min (c / |x|) M = |x| ^ n * M
    rw [min_eq_right (hM.trans e)]
  have h' : nodeMean n (fun _ => M) = ((n : ℝ) + 1) * ∫ x in (0 : ℝ)..1, x ^ n * M :=
    nodeMean_eq_half (G := fun x => x ^ n * M) (by fun_prop) (fun _ _ _ => rfl)
  rw [h, ← h', nodeMean_const]

end

end LocalEnergyCutoff
```

If $M\le c$, then $c/|x|\ge c\ge M$ at every $x\neq0$ in the interval. The capped energy is the constant $M$ there, and so is its mean. In the limiting case $M=c$, reached at $c\sqrt\tau=K$, the earlier formula agrees: $c(n+1)/n-c/n=c$. For larger $\tau$ and $n=2$, the bias becomes $3c/2-K/\sqrt\tau$, which is no longer linear in $\tau$.

```lean
#print axioms LocalEnergyCutoff.linear_cutoff_bias
-- 'LocalEnergyCutoff.linear_cutoff_bias' depends on axioms: [propext, Classical.choice, Quot.sound]
#print axioms LocalEnergyCutoff.extrapolation_exact
-- 'LocalEnergyCutoff.extrapolation_exact' depends on axioms: [propext, Classical.choice, Quot.sound]
#print axioms LocalEnergyCutoff.mean_cutoffEnergy_saturated
-- 'LocalEnergyCutoff.mean_cutoffEnergy_saturated' depends on axioms: [propext, Classical.choice, Quot.sound]
```
